# Semiconductor Bloch equations without scattering: a conserved Bloch length at each k and, for symmetric V, no net carriers from exchange

A short light pulse hits a semiconductor and lifts electrons from the valence band to the conduction band. At each crystal momentum $k$ it leaves an electron occupation $f^e_k$, a hole occupation $f^h_k$ and a complex interband polarization $P_k$. The Coulomb interaction couples the momenta, so each $k$ is driven by the light and also by the polarization at all the others. Which features of an isolated two-level atom survive this coupling, and can the interaction itself create carriers?

The answers below hold for the mean-field equations without scattering or dephasing, on finitely many $k$ points. These equations are assumed; their derivation from the many-electron Hamiltonian is the step left to physics.

## Field, inversion and equations of motion

```lean
import Mathlib

open Complex ComplexConjugate

namespace SemiconductorBloch

noncomputable section

variable {K : Type*} [Fintype K]
```

`K` is the finite set of $k$ points. We use units with $\hbar=1$.

```lean
/-- Renormalised Rabi frequency: the light field plus the Coulomb exchange field of all
polarizations, `Ω_k = E + ∑_q V_kq P_q`. -/
def rabi (V : Matrix K K ℝ) (E : ℝ → ℂ) (P : K → ℝ → ℂ) (k : K) (t : ℝ) : ℂ :=
  E t + ∑ q, (V k q : ℂ) * P q t
```

This is the renormalised Rabi frequency
$$\Omega_k(t)=E(t)+\sum_q V_{kq}P_q(t).$$
The real matrix $V$ is the interaction. The letter $E$ stands for the light field times the dipole matrix element, taken equal for all $k$, so it is a frequency. In the rotating-wave approximation only half the amplitude of an oscillating field enters $E$, and many textbooks then call $2E$ the Rabi frequency.

```lean
/-- Pauli-blocking factor `w_k = 1 - fe_k - fh_k`. -/
def blocking (fe fh : K → ℝ → ℝ) (k : K) (t : ℝ) : ℝ := 1 - fe k t - fh k t
```

The blocking factor $w_k=1-f^e_k-f^h_k$ is $1$ for an empty state and $-1$ for a fully inverted one.

```lean
/-- The semiconductor Bloch equations without scattering, for polarizations `P`, electron
occupations `fe` and hole occupations `fh`, with transition energies `e` and light field `E`. -/
structure BlochEquations (V : Matrix K K ℝ) (e : K → ℝ → ℝ) (E : ℝ → ℂ)
    (P : K → ℝ → ℂ) (fe fh : K → ℝ → ℝ) : Prop where
  polarization : ∀ k t, HasDerivAt (P k)
    (-I * (e k t : ℂ) * P k t + I * (blocking fe fh k t : ℂ) * rabi V E P k t) t
  electrons : ∀ k t, HasDerivAt (fe k) (-2 * (rabi V E P k t * conj (P k t)).im) t
  holes : ∀ k t, HasDerivAt (fh k) (-2 * (rabi V E P k t * conj (P k t)).im) t
```

A value of this structure is a proof that the given functions satisfy
$$P_k'=-ie_kP_k+iw_k\Omega_k,\qquad f^{e\prime}_k=f^{h\prime}_k=-2\,\mathrm{Im}(\Omega_kP_k^*).$$
`HasDerivAt f a t` says that $f$ is differentiable at $t$ with derivative $a$; `conj` is complex conjugation and `I` is $i$. The transition energy $e_k(t)$ may be any real function of time. Because it is real, there is no damping.

## The Bloch vector keeps its length

```lean
variable {V : Matrix K K ℝ} {e : K → ℝ → ℝ} {E : ℝ → ℂ} {P : K → ℝ → ℂ} {fe fh : K → ℝ → ℝ}

/-- Equations of motion of the two quadratures (real and imaginary part) of the polarization. -/
theorem quadratures (h : BlochEquations V e E P fe fh) (k : K) (t : ℝ) :
    HasDerivAt (fun s => (P k s).re)
      (e k t * (P k t).im - blocking fe fh k t * (rabi V E P k t).im) t ∧
    HasDerivAt (fun s => (P k s).im)
      (blocking fe fh k t * (rabi V E P k t).re - e k t * (P k t).re) t := by
  constructor
  · refine (reCLM.hasFDerivAt.comp_hasDerivAt t (h.polarization k t)).congr_deriv ?_
    simp only [reCLM_apply, add_re, mul_re, mul_im, neg_re, neg_im, I_re, I_im, ofReal_re,
      ofReal_im]
    ring
  · refine (imCLM.hasFDerivAt.comp_hasDerivAt t (h.polarization k t)).congr_deriv ?_
    simp only [imCLM_apply, add_im, mul_re, mul_im, neg_re, neg_im, I_re, I_im, ofReal_re,
      ofReal_im]
    ring
```

The hypothesis `h` says that we have a solution. With $P_k=x+iy$ and $\Omega_k=a+ib$, the polarization equation splits into
$$x'=e_ky-w_kb,\qquad y'=w_ka-e_kx.$$
In the proof, `congr_deriv` replaces the derivative that the calculus rules deliver by the one claimed, and `ring` checks that the two agree.

```lean
/-- The squared Bloch-vector length `w_k² + 4|P_k|²` is the same at all times, for each `k`
separately. -/
theorem bloch_length_conserved (h : BlochEquations V e E P fe fh) (k : K) (t s : ℝ) :
    blocking fe fh k t ^ 2 + 4 * ‖P k t‖ ^ 2 = blocking fe fh k s ^ 2 + 4 * ‖P k s‖ ^ 2 := by
  have H : ∀ t, HasDerivAt (fun s => (1 - fe k s - fh k s) ^ 2
      + 4 * ((P k s).re ^ 2 + (P k s).im ^ 2)) 0 t := by
    intro t
    obtain ⟨hr, hi⟩ := quadratures h k t
    have hw := ((h.electrons k t).const_sub 1).fun_sub (h.holes k t)
    refine ((hw.fun_pow 2).fun_add (((hr.fun_pow 2).fun_add (hi.fun_pow 2)).const_mul 4)).congr_deriv ?_
    -- the gain of inversion cancels the loss of polarization
    simp only [blocking, mul_im, conj_re, conj_im]
    push_cast
    ring
  have hc := is_const_of_deriv_eq_zero (fun t => (H t).differentiableAt)
    (fun t => (H t).deriv) t s
  simp only [blocking, Complex.sq_norm, normSq_apply]
  linarith [hc]
```

The conserved quantity is the squared length of the vector $(2\,\mathrm{Re}P_k,\,2\,\mathrm{Im}P_k,\,w_k)$. The occupation equations give $w_k'=4\,\mathrm{Im}(\Omega_kP_k^*)$, hence
$$(w_k^2)'=8w_k\,\mathrm{Im}(\Omega_kP_k^*),$$
$$(4|P_k|^2)'=8\,\mathrm{Re}(P_k^*P_k')=8\,\mathrm{Re}\big(-ie_k|P_k|^2+iw_k\Omega_kP_k^*\big)=-8w_k\,\mathrm{Im}(\Omega_kP_k^*).$$
The sum vanishes. The step `H` is this calculation in quadratures, and `is_const_of_deriv_eq_zero` turns a zero derivative into equality at any two times. $V$ need not be symmetric here, since $\Omega_k$ cancels whatever its value.

In a simulation of these scattering-free equations on a finite grid, a drift of $w_k^2+4|P_k|^2$ therefore signals an error in the numerical solution.

## Exchange creates no net carriers

```lean
/-- For a symmetric interaction, Coulomb exchange creates no net carriers: its contributions to
the generation rate cancel in the sum over `k`. -/
theorem exchange_cancels (hV : V.IsSymm) (p : K → ℂ) :
    ∑ k, ((∑ q, (V k q : ℂ) * p q) * conj (p k)).im = 0 := by
  have h1 : ∑ k, ((∑ q, (V k q : ℂ) * p q) * conj (p k)).im
      = ∑ k, ∑ q, V k q * ((p q).im * (p k).re - (p q).re * (p k).im) := by
    refine Finset.sum_congr rfl fun k _ => ?_
    rw [Finset.sum_mul, Complex.im_sum]
    refine Finset.sum_congr rfl fun q _ => ?_
    simp only [mul_im, mul_re, ofReal_re, ofReal_im, conj_re, conj_im]
    ring
  -- swapping k and q changes the sign
  have h2 : ∑ k, ∑ q, V k q * ((p q).im * (p k).re - (p q).re * (p k).im)
      = -∑ k, ∑ q, V k q * ((p q).im * (p k).re - (p q).re * (p k).im) := by
    conv_lhs => rw [Finset.sum_comm]
    simp only [← Finset.sum_neg_distrib]
    refine Finset.sum_congr rfl fun a _ => Finset.sum_congr rfl fun b _ => ?_
    rw [hV.apply a b]
    ring
  linarith
```

`V.IsSymm` means $V_{kq}=V_{qk}$. The exchange part of the generation rate, summed over $k$, contains
$$R=\sum_{k,q}V_{kq}\,\mathrm{Im}(p_qp_k^*).$$
Swapping the names $k$ and $q$ leaves $V_{kq}$ alone and reverses the sign of the imaginary part, so $R=-R$ and $R=0$. In the proof, `h1` writes out the double sum, `h2` is the swap, and `linarith` draws the conclusion.

Without a condition on $V$ the claim fails. Take two points with $V_{12}=1$ and all other entries zero, $p_1=\tfrac12$ and $p_2=\tfrac i2$. Then $R=\mathrm{Im}(\tfrac i2\cdot\tfrac12)=\tfrac14$, and the total electron occupation would change at the rate $-\tfrac12$ with the light switched off.

```lean
/-- For a symmetric interaction, the total electron density changes only through the light field
acting on the total polarization: `(∑ fe_k)' = -2 Im(E conj(∑ P_k))`. -/
theorem density_rate (hV : V.IsSymm) (h : BlochEquations V e E P fe fh) (t : ℝ) :
    HasDerivAt (fun s => ∑ k, fe k s) (-2 * (E t * conj (∑ k, P k t)).im) t := by
  have hx : ∑ k, ((∑ q, (V k q : ℂ) * P q t) * conj (P k t)).im = 0 :=
    exchange_cancels hV fun q => P q t
  have hs : ∑ k, (rabi V E P k t * conj (P k t)).im = (E t * conj (∑ k, P k t)).im := by
    simp only [rabi, add_mul, add_im, Finset.sum_add_distrib]
    rw [hx, add_zero, map_sum, Finset.mul_sum, Complex.im_sum]
  refine (HasDerivAt.fun_sum fun k _ => h.electrons k t).congr_deriv ?_
  rw [← Finset.mul_sum, hs]
```

Inserting $\Omega_k$ and using $R=0$,
$$\Big(\sum_kf^e_k\Big)'=-2\sum_k\mathrm{Im}(\Omega_kP_k^*)=-2\,\mathrm{Im}\Big(E\sum_kP_k^*\Big).$$
The "density" is the sum of occupations, without a volume factor and with equal weight for all $k$ points. On a grid with unequal integration weights, the weights enter $V_{kq}$ and generally spoil its symmetry; the exchange terms then cancel in the weighted sum of the occupation rates instead. The interaction still influences the density indirectly, because it shapes the polarizations on the right-hand side of the rate equation.

## Starting from the empty state

```lean
/-- If state `k` is empty and unpolarized at one time `t₀`, then at all times its electron and hole
occupations agree and fix the size of the polarization, `|P_k|² = fe_k (1 - fe_k)`. -/
theorem coherent_from_vacuum (h : BlochEquations V e E P fe fh) (k : K) (t₀ : ℝ)
    (hP : P k t₀ = 0) (he : fe k t₀ = 0) (hh : fh k t₀ = 0) (t : ℝ) :
    fh k t = fe k t ∧ ‖P k t‖ ^ 2 = fe k t * (1 - fe k t) := by
  have H : ∀ t, HasDerivAt (fun s => fh k s - fe k s) 0 t := fun t =>
    ((h.holes k t).fun_sub (h.electrons k t)).congr_deriv (sub_self _)
  have hc : fh k t - fe k t = fh k t₀ - fe k t₀ :=
    is_const_of_deriv_eq_zero (fun t => (H t).differentiableAt) (fun t => (H t).deriv) t t₀
  have hf : fh k t = fe k t := by linarith
  have hl := bloch_length_conserved h k t t₀
  simp only [blocking, hP, he, hh, hf, norm_zero] at hl
  exact ⟨hf, by linarith⟩
```

Suppose $P_k=f^e_k=f^h_k=0$ at one time $t_0$. Both occupations have the same derivative, so their difference stays zero. The squared Bloch length was $1$ at $t_0$ and remains so:
$$(1-2f^e_k)^2+4|P_k|^2=1\quad\Longrightarrow\quad|P_k|^2=f^e_k(1-f^e_k).$$
Only the state at this one $k$ has to be empty at $t_0$. The proof follows the same two steps, with `hf` for the equal occupations and `hl` for the length.

## The energy balance

```lean
/-- Hartree–Fock transition energy: bare electron and hole energies minus the exchange term
`∑_q V_kq (fe_q + fh_q)`. -/
def hfEnergy (εe εh : K → ℝ) (V : Matrix K K ℝ) (fe fh : K → ℝ → ℝ) (k : K) (t : ℝ) : ℝ :=
  εe k + εh k - ∑ q, V k q * (fe q t + fh q t)
```

So far $e_k(t)$ was arbitrary. The Hartree–Fock choice is
$$e_k=\varepsilon^e_k+\varepsilon^h_k-\sum_qV_{kq}(f^e_q+f^h_q),$$
with constant bare energies $\varepsilon^e_k$ and $\varepsilon^h_k$. For positive $V$ and positive occupations, the carriers present lower the transition energy.

```lean
/-- The quadratic form `∑_kq V_kq x_k x_q` of the interaction. -/
def pairForm (V : Matrix K K ℝ) (x : K → ℝ) : ℝ := ∑ k, ∑ q, V k q * (x k * x q)
```

This is the quadratic form $Q(x)=\sum_{k,q}V_{kq}x_kx_q$.

```lean
/-- Mean-field energy of the carriers: single-particle energies, plus the exchange energies
`-(1/2) ∑_kq V_kq f_k f_q` of electrons and of holes, plus the electron-hole term
`-∑_kq V_kq Re(conj P_k P_q)`. -/
def energy (εe εh : K → ℝ) (V : Matrix K K ℝ) (P : K → ℝ → ℂ) (fe fh : K → ℝ → ℝ)
    (t : ℝ) : ℝ :=
  ∑ k, (εe k * fe k t + εh k * fh k t)
    - (pairForm V (fun k => fe k t) + pairForm V (fun k => fh k t)) / 2
    - (pairForm V (fun k => (P k t).re) + pairForm V (fun k => (P k t).im))
```

The carrier energy is
$$U=\sum_k(\varepsilon^e_kf^e_k+\varepsilon^h_kf^h_k)-\tfrac12\big[Q(f^e)+Q(f^h)\big]-\sum_{k,q}V_{kq}\,\mathrm{Re}(P_k^*P_q).$$
The code writes the last sum as $Q(\mathrm{Re}P)+Q(\mathrm{Im}P)$. The coupling to the light is not part of $U$.

```lean
/-- Rate of change of the interaction form along a motion `x`, for a symmetric interaction. -/
theorem pairForm_rate (hV : V.IsSymm) {x : K → ℝ → ℝ} {x' : K → ℝ} {t : ℝ}
    (hx : ∀ k, HasDerivAt (x k) (x' k) t) :
    HasDerivAt (fun s => pairForm V (fun k => x k s))
      (2 * ∑ k, x' k * ∑ q, V k q * x q t) t := by
  have h : HasDerivAt (fun s => ∑ k, ∑ q, V k q * (x k s * x q s))
      (∑ k, ∑ q, V k q * (x' k * x q t + x k t * x' q)) t :=
    HasDerivAt.fun_sum fun k _ => HasDerivAt.fun_sum fun q _ =>
      ((hx k).fun_mul (hx q)).const_mul (V k q)
  refine h.congr_deriv ?_
  have h2 : ∑ k, ∑ q, V k q * (x k t * x' q) = ∑ k, ∑ q, V k q * (x' k * x q t) := by
    rw [Finset.sum_comm]
    refine Finset.sum_congr rfl fun a _ => Finset.sum_congr rfl fun b _ => ?_
    rw [hV.apply a b]
    ring
  simp only [mul_add, Finset.sum_add_distrib]
  rw [h2, ← two_mul]
  congr 1
  refine Finset.sum_congr rfl fun k _ => ?_
  rw [Finset.mul_sum]
  exact Finset.sum_congr rfl fun q _ => by ring
```

The product rule gives two double sums, which are equal for symmetric $V$. Therefore $Q(x)'=2\sum_kx_k'\sum_qV_{kq}x_q$.

```lean
/-- With Hartree–Fock transition energies and a symmetric interaction, the carrier energy changes at
the rate `2 Re(conj E ∑ P_k')`, the rate at which the light field does work on the polarization when
all quantities refer to the laboratory frame. -/
theorem energy_rate (hV : V.IsSymm) (εe εh : K → ℝ)
    (h : BlochEquations V (hfEnergy εe εh V fe fh) E P fe fh) (t : ℝ) :
    HasDerivAt (energy εe εh V P fe fh) (2 * ∑ k, (conj (E t) * deriv (P k) t).re) t := by
  have h1 : HasDerivAt (fun s => ∑ k, (εe k * fe k s + εh k * fh k s)) _ t :=
    HasDerivAt.fun_sum fun k _ =>
      ((h.electrons k t).const_mul (εe k)).fun_add ((h.holes k t).const_mul (εh k))
  have h2 := pairForm_rate hV fun k => h.electrons k t
  have h3 := pairForm_rate hV fun k => h.holes k t
  have h4 := pairForm_rate hV fun k => (quadratures h k t).1
  have h5 := pairForm_rate hV fun k => (quadratures h k t).2
  refine ((h1.fun_sub ((h2.fun_add h3).div_const 2)).fun_sub (h4.fun_add h5)).congr_deriv ?_
  -- name the exchange fields, so that the balance can be checked for each k
  obtain ⟨Fe, hFe⟩ : ∃ F : K → ℝ, ∀ k, ∑ q, V k q * fe q t = F k := ⟨_, fun _ => rfl⟩
  obtain ⟨Fh, hFh⟩ : ∃ F : K → ℝ, ∀ k, ∑ q, V k q * fh q t = F k := ⟨_, fun _ => rfl⟩
  obtain ⟨A, hA⟩ : ∃ F : K → ℝ, ∀ k, ∑ q, V k q * (P q t).re = F k := ⟨_, fun _ => rfl⟩
  obtain ⟨B, hB⟩ : ∃ F : K → ℝ, ∀ k, ∑ q, V k q * (P q t).im = F k := ⟨_, fun _ => rfl⟩
  have hE : ∀ k, hfEnergy εe εh V fe fh k t = εe k + εh k - (Fe k + Fh k) := fun k => by
    simp only [hfEnergy, mul_add, Finset.sum_add_distrib, hFe, hFh]
  have hr : ∀ k, (rabi V E P k t).re = (E t).re + A k := fun k => by
    simp only [rabi, add_re, Complex.re_sum, re_ofReal_mul, hA]
  have hi : ∀ k, (rabi V E P k t).im = (E t).im + B k := fun k => by
    simp only [rabi, add_im, Complex.im_sum, im_ofReal_mul, hB]
  have hd : ∀ k, deriv (P k) t = _ := fun k => (h.polarization k t).deriv
  simp only [hd, hFe, hFh, hA, hB, Finset.mul_sum, Finset.sum_div, ← Finset.sum_add_distrib,
    ← Finset.sum_sub_distrib]
  refine Finset.sum_congr rfl fun k _ => ?_
  simp only [add_re, add_im, mul_re, mul_im, neg_re, neg_im, I_re, I_im, ofReal_re, ofReal_im,
    conj_re, conj_im, hE, hr, hi]
  ring
```

Write $g_k$ for the common rate $f^{e\prime}_k=f^{h\prime}_k$ and $X_k=\sum_qV_{kq}P_q$. The previous lemma gives
$$U'=\sum_ke_kg_k-2\sum_k\mathrm{Re}(X_k^*P_k').$$
The equation for $P_k$ gives
$$2\,\mathrm{Re}(\Omega_k^*P_k')=2e_k\,\mathrm{Im}(\Omega_k^*P_k)=e_kg_k.$$
Since $\Omega_k-X_k=E$, what remains is
$$U'=2\sum_k\mathrm{Re}(E^*P_k').$$
For a real field in the laboratory frame this is $E$ times the rate of change of $\sum_k(P_k+P_k^*)$, the rate at which the light does work on the polarization. In Lean, `h1` to `h5` differentiate the parts of $U$. The exchange sums then get short names (`A` and `B` are the real and imaginary parts of $X_k$), and `ring` verifies the balance for each $k$.

## An interacting solution in closed form

```lean
/-- Occupation `(1 - cos 2E₀t)/2` of a Rabi oscillation in a constant field `E₀`. -/
def flopDensity (E₀ t : ℝ) : ℝ := (1 - Real.cos (2 * E₀ * t)) / 2
```

This occupation is $f=\tfrac12(1-\cos2E_0t)$, where $E_0$ is a constant real field.

```lean
/-- Polarization `(i/2) sin 2E₀t` of a Rabi oscillation in a constant field `E₀`. -/
def flopPolarization (E₀ t : ℝ) : ℂ := I * ((Real.sin (2 * E₀ * t) / 2 : ℝ) : ℂ)
```

The matching polarization is $P=\tfrac i2\sin2E_0t$.

```lean
/-- An interacting solution: if the bare transition energies are `∑_q V_kq`, all `k` perform the
same Rabi oscillation in a constant real field `E₀`, with Hartree–Fock energies. -/
theorem rabi_flopping_witness (V : Matrix K K ℝ) (E₀ : ℝ) (εe εh : K → ℝ)
    (hε : ∀ k, εe k + εh k = ∑ q, V k q) :
    BlochEquations V (hfEnergy εe εh V (fun _ => flopDensity E₀) (fun _ => flopDensity E₀))
      (fun _ => (E₀ : ℂ)) (fun _ => flopPolarization E₀)
      (fun _ => flopDensity E₀) (fun _ => flopDensity E₀) := by
  have hl : ∀ t : ℝ, HasDerivAt (fun s : ℝ => 2 * E₀ * s) (2 * E₀) t := fun t => by
    simpa using (hasDerivAt_id t).const_mul (2 * E₀)
  have hr : ∀ k t, rabi V (fun _ => (E₀ : ℂ)) (fun _ => flopPolarization E₀) k t
      = (E₀ : ℂ) + ((∑ q, V k q : ℝ) : ℂ) * flopPolarization E₀ t := fun k t => by
    simp only [rabi]
    rw [← Finset.sum_mul, ofReal_sum]
  have hf : ∀ k t, HasDerivAt (flopDensity E₀) (-2 * (rabi V (fun _ => (E₀ : ℂ))
      (fun _ => flopPolarization E₀) k t * conj (flopPolarization E₀ t)).im) t := fun k t => by
    refine (((hl t).cos.const_sub 1).div_const 2).congr_deriv ?_
    rw [hr]
    simp only [flopPolarization, add_re, add_im, mul_re, mul_im, I_re, I_im, ofReal_re,
      ofReal_im, conj_re, conj_im]
    ring
  refine ⟨fun k t => ?_, hf, hf⟩
  have he : hfEnergy εe εh V (fun _ => flopDensity E₀) (fun _ => flopDensity E₀) k t
      = (∑ q, V k q) * Real.cos (2 * E₀ * t) := by
    simp only [hfEnergy, flopDensity]
    rw [← Finset.sum_mul, hε k]
    ring
  have hw : blocking (fun _ : K => flopDensity E₀) (fun _ => flopDensity E₀) k t
      = Real.cos (2 * E₀ * t) := by
    simp only [blocking, flopDensity]
    ring
  refine (((hl t).sin.div_const 2).ofReal_comp.const_mul I).congr_deriv ?_
  -- the exchange shift of the energy cancels the exchange part of the Rabi frequency
  rw [hr, he, hw]
  simp only [flopPolarization, ofReal_mul, ofReal_div, ofReal_ofNat]
  ring

end

end SemiconductorBloch
```

Let $S_k=\sum_qV_{kq}$ and assume $\varepsilon^e_k+\varepsilon^h_k=S_k$. This tunes the bare energies so that the Hartree–Fock transition energy vanishes at half filling. In a rotating frame, where energies are counted from the photon energy, it means that the bare transition at $k$ lies $S_k$ above the photon energy. One laser frequency has to serve all $k$, so this is also a condition on the bands: the bare transition energy must depend on $k$ exactly as $S_k$ does, which is not so in a semiconductor in general.

With $f$ and $P$ the same at every $k$, we find $w=\cos2E_0t$, $e_k=S_kw$ and $\Omega_k=E_0+S_kP$. Then
$$-ie_kP+iw\Omega_k=-iS_kwP+iwE_0+iwS_kP=iE_0\cos2E_0t=P'.$$
The energy shift cancels the exchange field. For the occupations, $S_k|P|^2$ is real, so
$$-2\,\mathrm{Im}(\Omega_kP^*)=E_0\sin2E_0t=f'.$$
The proof computes $\Omega_k$, $e_k$ and $w$ in `hr`, `he` and `hw`, and `hf` settles both occupation equations. For this special tuning, the interacting system shows the Rabi oscillation of a resonantly driven two-level atom.

```lean
#print axioms SemiconductorBloch.bloch_length_conserved
#print axioms SemiconductorBloch.density_rate
#print axioms SemiconductorBloch.coherent_from_vacuum
#print axioms SemiconductorBloch.energy_rate
```

```
'SemiconductorBloch.bloch_length_conserved' depends on axioms: [propext, Classical.choice, Quot.sound]
'SemiconductorBloch.density_rate' depends on axioms: [propext, Classical.choice, Quot.sound]
'SemiconductorBloch.coherent_from_vacuum' depends on axioms: [propext, Classical.choice, Quot.sound]
'SemiconductorBloch.energy_rate' depends on axioms: [propext, Classical.choice, Quot.sound]
```
